# An exchange bound for two electrons in one orbital, conditional on the one-electron bound

The bound assumed here, $U[m]\le 1.092\sum_i a_i m_i^{4/3}$, is imposed only on densities $m\ge 0$ that hold exactly one electron, $\sum_i a_i m_i=1$. Here $U$ is the Hartree energy on a finite grid and $a_i$ is the weight of grid point $i$. The restriction matters because $U$ is quadratic in the density while the right-hand side grows only as its $4/3$ power. Imposed on densities of every charge, the bound would rule out any positive repulsion energy.

From this assumption it follows that a singlet pair in one normalised orbital, with total density $n$, has exchange energy

$$E_x=-\tfrac12U[n]\ \ge\ -2^{-1/3}\cdot1.092\sum_i a_i n_i^{4/3}.$$

With nonnegative weights, $E_x$ is also no lower than $1.174$ times its local density value. In continuous space the corresponding inequality is an exact condition against which approximate exchange functionals can be tested. The version here is for a single doubly occupied orbital on a finite grid, and it is conditional on the assumed bound.

The number $1.092$ stands for the constant of the Lieb–Oxford bound for one-electron densities in continuous space, with Coulomb repulsion in atomic units. That continuum inequality is not derived here; its grid version enters as a hypothesis.

## Energies on the grid

The grid points form a finite type `ι`.

In Lean 4 with Mathlib:

```lean
import Mathlib

open Finset

namespace TwoElectronExchangeBound

noncomputable section

variable {ι : Type*} [Fintype ι]
```

For a real interaction kernel $K_{ij}$, the Hartree energy is

$$U[n]=\tfrac12\sum_{i,j}a_ia_jK_{ij}n_in_j .$$

```lean
/-- Hartree energy of a density `n` on a grid with weights `a` and interaction kernel `K`. -/
def hartree (a : ι → ℝ) (K : ι → ι → ℝ) (n : ι → ℝ) : ℝ :=
  (1 / 2) * ∑ i, ∑ j, a i * a j * K i j * n i * n j
```

The kernel need not be symmetric or positive. The diagonal terms are included, so a Coulomb kernel needs a chosen finite value at $i=j$.

The integral of $n^{4/3}$ becomes $F[n]=\sum_i a_i n_i^{4/3}$.

```lean
/-- The grid version of the integral of the density to the power 4/3. -/
def fourThirds (a n : ι → ℝ) : ℝ := ∑ i, a i * n i ^ (4 / 3 : ℝ)
```

The one-electron bound with constant $C$ reads $U[m]\le C\,F[m]$ for all $m\ge0$ with $\sum_i a_im_i=1$.

```lean
/-- The Hartree energy of every nonnegative density holding one electron is at most
`C` times its 4/3-power sum. -/
def OneElectronBound (a : ι → ℝ) (K : ι → ι → ℝ) (C : ℝ) : Prop :=
  ∀ m : ι → ℝ, (∀ i, 0 ≤ m i) → ∑ i, a i * m i = 1 →
    hartree a K m ≤ C * fourThirds a m
```

For spin density matrices $\gamma_\sigma$, exchange is

$$E_x=-\tfrac12\sum_\sigma\sum_{i,j}a_ia_jK_{ij}\,|\gamma_\sigma(i,j)|^2 .$$

```lean
/-- Exchange energy of a pair of spin density matrices `γ 0` and `γ 1`. -/
def exchange (a : ι → ℝ) (K : ι → ι → ℝ) (γ : Fin 2 → ι → ι → ℂ) : ℝ :=
  -(1 / 2) * ∑ σ, ∑ i, ∑ j, a i * a j * K i j * Complex.normSq (γ σ i j)
```

The two values of `Fin 2` are the two spins, and `Complex.normSq` is the squared modulus.

A complex orbital $\varphi$ occupied once with each spin has $\gamma_\sigma(i,j)=\varphi_i\varphi_j^*$ for both $\sigma$.

```lean
/-- Spin density matrices of an orbital occupied once with each spin. -/
def pairMatrix (φ : ι → ℂ) : Fin 2 → ι → ι → ℂ :=
  fun _ i j => φ i * starRingEnd ℂ (φ j)
```

Its total density is $n_i=2|\varphi_i|^2$.

```lean
/-- Total density of a doubly occupied orbital. -/
def pairDensity (φ : ι → ℂ) : ι → ℝ := fun i => 2 * Complex.normSq (φ i)
```

For Coulomb repulsion in atomic units, the local density approximation for a spin-unpolarised density is $E_x^{\rm LDA}=-A\,F[n]$ with $A=\tfrac34(3/\pi)^{1/3}$.

```lean
/-- The coefficient of the local density approximation for exchange. -/
def diracConst : ℝ := 3 / 4 * (3 / Real.pi) ^ (1 / 3 : ℝ)
```

## Two different powers of the density

Replacing $n$ by $cn$ puts one factor $c$ on each density in the double sum, so $U[cn]=c^2U[n]$.

```lean
/-- Multiplying the density by `c` multiplies the Hartree energy by `c ^ 2`. -/
theorem hartree_scale (a : ι → ℝ) (K : ι → ι → ℝ) (n : ι → ℝ) (c : ℝ) :
    hartree a K (fun i => c * n i) = c ^ 2 * hartree a K n := by
  have h : ∑ i, ∑ j, a i * a j * K i j * (c * n i) * (c * n j)
      = c ^ 2 * ∑ i, ∑ j, a i * a j * K i j * n i * n j := by
    simp only [Finset.mul_sum]
    refine Finset.sum_congr rfl fun i _ => Finset.sum_congr rfl fun j _ => ?_
    ring
  unfold hartree
  rw [h]
  ring
```

For $c\ge0$ and $n\ge0$, $(cn_i)^{4/3}=c^{4/3}n_i^{4/3}$, hence $F[cn]=c^{4/3}F[n]$.

```lean
/-- Multiplying a nonnegative density by `c ≥ 0` multiplies its 4/3-power sum by `c ^ (4/3)`. -/
theorem fourThirds_scale (a : ι → ℝ) {n : ι → ℝ} (hn : ∀ i, 0 ≤ n i) {c : ℝ} (hc : 0 ≤ c) :
    fourThirds a (fun i => c * n i) = c ^ (4 / 3 : ℝ) * fourThirds a n := by
  unfold fourThirds
  rw [Finset.mul_sum]
  refine Finset.sum_congr rfl fun i _ => ?_
  rw [Real.mul_rpow hc (hn i)]
  ring
```

Suppose now that $U[m]\le C\,F[m]$ held for every $m\ge0$, whatever its charge. Applying it to $t^3m$ with $t>0$ gives $t^6U[m]\le C\,t^4F[m]$, so $t^2U[m]\le C\,F[m]$. If $U[m]$ were positive, one could choose $t\ge1$ with $tU[m]>C\,F[m]$. Then $t^2U[m]\ge tU[m]>C\,F[m]$, a contradiction. Therefore $U[m]\le0$.

```lean
/-- If the bound is demanded of all nonnegative densities, whatever their charge, then no
nonnegative density has positive Hartree energy. -/
theorem hartree_nonpos_of_unnormalised_bound {a : ι → ℝ} {K : ι → ι → ℝ} {C : ℝ}
    (h : ∀ m : ι → ℝ, (∀ i, 0 ≤ m i) → hartree a K m ≤ C * fourThirds a m)
    {m : ι → ℝ} (hm : ∀ i, 0 ≤ m i) : hartree a K m ≤ 0 := by
  by_contra hcon
  have hU : 0 < hartree a K m := not_le.1 hcon
  -- a scale at which the quadratic growth of the left side wins
  obtain ⟨t, ht, htU⟩ : ∃ t : ℝ, 1 ≤ t ∧ C * fourThirds a m < t * hartree a K m := by
    refine ⟨|C * fourThirds a m| / hartree a K m + 1, ?_, ?_⟩
    · have := div_nonneg (abs_nonneg (C * fourThirds a m)) hU.le
      linarith
    · rw [add_mul, div_mul_cancel₀ _ hU.ne']
      linarith [le_abs_self (C * fourThirds a m)]
  have ht0 : 0 < t := by linarith
  have h1 := h (fun i => t ^ 3 * m i) (fun i => mul_nonneg (pow_pos ht0 3).le (hm i))
  have e : (t ^ 3) ^ (4 / 3 : ℝ) = t ^ 4 := by
    rw [← Real.rpow_natCast t 3, ← Real.rpow_mul ht0.le, ← Real.rpow_natCast t 4]
    congr 1
    norm_num
  rw [hartree_scale, fourThirds_scale a hm (pow_pos ht0 3).le, e] at h1
  have h2 : t ^ 2 * hartree a K m ≤ C * fourThirds a m := by
    refine le_of_mul_le_mul_left ?_ (pow_pos ht0 4)
    linarith
  nlinarith [mul_nonneg (mul_nonneg ht0.le (sub_nonneg.2 ht)) hU.le]
```

The proof takes $t=|C\,F[m]|/U[m]+1$. Scaling by a cube turns the fractional power into $t^4$, and the closing `nlinarith` uses $t(t-1)U[m]\ge0$.

## From one electron to charge $q$

Let $n\ge0$ have charge $\sum_i a_in_i=q>0$. Then $n/q$ holds one electron, and the assumed bound applies to it:

$$U[n]=q^2\,U[n/q]\le q^2\,C\,F[n/q]=q^2\,C\,q^{-4/3}F[n]=C\,q^{2/3}F[n].$$

```lean
/-- The one-electron bound extends to a nonnegative density of total charge `q > 0` with an
additional factor `q ^ (2/3)`. -/
theorem hartree_le_of_charge {a : ι → ℝ} {K : ι → ι → ℝ} {C : ℝ}
    (hb : OneElectronBound a K C) {n : ι → ℝ} (hn : ∀ i, 0 ≤ n i) {q : ℝ} (hq : 0 < q)
    (hcharge : ∑ i, a i * n i = q) :
    hartree a K n ≤ C * q ^ (2 / 3 : ℝ) * fourThirds a n := by
  have hnorm : ∑ i, a i * (q⁻¹ * n i) = 1 := by
    have h : ∑ i, a i * (q⁻¹ * n i) = q⁻¹ * ∑ i, a i * n i := by
      rw [Finset.mul_sum]
      exact Finset.sum_congr rfl fun i _ => by ring
    rw [h, hcharge, inv_mul_cancel₀ hq.ne']
  -- apply the bound to the density rescaled to one electron
  have hm := hb (fun i => q⁻¹ * n i) (fun i => mul_nonneg (inv_nonneg.2 hq.le) (hn i)) hnorm
  rw [hartree_scale, fourThirds_scale a hn (inv_nonneg.2 hq.le)] at hm
  have e : q ^ 2 * q⁻¹ ^ (4 / 3 : ℝ) = q ^ (2 / 3 : ℝ) := by
    rw [Real.inv_rpow hq.le, ← Real.rpow_neg hq.le, ← Real.rpow_natCast q 2,
      ← Real.rpow_add hq]
    congr 1
    norm_num
  calc hartree a K n = q ^ 2 * (q⁻¹ ^ 2 * hartree a K n) := by
        rw [← mul_assoc, ← mul_pow, mul_inv_cancel₀ hq.ne', one_pow, one_mul]
    _ ≤ q ^ 2 * (C * (q⁻¹ ^ (4 / 3 : ℝ) * fourThirds a n)) :=
        mul_le_mul_of_nonneg_left hm (sq_nonneg q)
    _ = C * (q ^ 2 * q⁻¹ ^ (4 / 3 : ℝ)) * fourThirds a n := by ring
    _ = C * q ^ (2 / 3 : ℝ) * fourThirds a n := by rw [e]
```

In the proof, `hnorm` checks the unit charge, `e` combines the powers of $q$, and the `calc` block follows the displayed chain.

## Exchange in a doubly occupied orbital

Since $|\gamma_\sigma(i,j)|^2=|\varphi_i|^2|\varphi_j|^2$, the two spins contribute equally:

$$E_x=-\sum_{i,j}a_ia_jK_{ij}|\varphi_i|^2|\varphi_j|^2=-2\,U[|\varphi|^2].$$

Quadratic scaling gives $U[n]=4\,U[|\varphi|^2]$, and so $E_x=-U[n]/2$.

```lean
/-- The exchange energy of a doubly occupied orbital is minus half the Hartree energy
of its total density. -/
theorem exchange_pair (a : ι → ℝ) (K : ι → ι → ℝ) (φ : ι → ℂ) :
    exchange a K (pairMatrix φ) = -(hartree a K (pairDensity φ) / 2) := by
  unfold pairDensity
  rw [hartree_scale]
  simp only [exchange, hartree, pairMatrix, Complex.normSq_mul, Complex.normSq_conj,
    Fin.sum_univ_two, ← mul_assoc]
  ring
```

This identity holds for any $\varphi$, normalised or not.

If $\sum_i a_i|\varphi_i|^2=1$, the pair density has charge $q=2$. The previous bound gives $U[n]\le1.092\cdot2^{2/3}F[n]$, and halving it yields

$$-E_x=\tfrac12U[n]\le2^{-1/3}\cdot1.092\,F[n].$$

```lean
/-- Two-electron exchange bound: given the one-electron bound with constant 1.092, half the
Hartree energy of a normalised doubly occupied orbital, which is minus its exchange energy,
is at most `2 ^ (-1/3) * 1.092` times the 4/3-power sum of the total density. -/
theorem two_electron_exchange_bound {a : ι → ℝ} {K : ι → ι → ℝ}
    (hb : OneElectronBound a K 1.092) {φ : ι → ℂ}
    (hφ : ∑ i, a i * Complex.normSq (φ i) = 1) :
    -exchange a K (pairMatrix φ) = hartree a K (pairDensity φ) / 2 ∧
    hartree a K (pairDensity φ) / 2
      ≤ (2 : ℝ) ^ (-(1 / 3) : ℝ) * 1.092 * fourThirds a (pairDensity φ) := by
  refine ⟨by rw [exchange_pair, neg_neg], ?_⟩
  have hn : ∀ i, 0 ≤ pairDensity φ i := fun i =>
    mul_nonneg zero_le_two (Complex.normSq_nonneg _)
  have hc : ∑ i, a i * pairDensity φ i = 2 := by
    have h : ∑ i, a i * pairDensity φ i = 2 * ∑ i, a i * Complex.normSq (φ i) := by
      rw [Finset.mul_sum]
      exact Finset.sum_congr rfl fun i _ => by unfold pairDensity; ring
    rw [h, hφ, mul_one]
  have h := hartree_le_of_charge hb hn two_pos hc
  -- half of 2^(2/3) is 2^(-1/3)
  have e : (2 : ℝ) ^ (2 / 3 : ℝ) = 2 * (2 : ℝ) ^ (-(1 / 3) : ℝ) := by
    have h2 := Real.rpow_add (two_pos : (0 : ℝ) < 2) 1 (-(1 / 3))
    rw [Real.rpow_one] at h2
    rw [← h2]
    congr 1
    norm_num
  rw [e] at h
  linarith
```

The hypothesis `hb` is the one-electron bound and `hφ` is the normalisation of the orbital. The conclusion has two parts: the identity for $-E_x$ and the inequality. Neither needs nonnegative weights.

Without `hφ` the inequality can fail. Take one grid point with $a=K=1$. The only one-electron density is $m=1$, and $\tfrac12\le1.092$, so the one-electron bound holds. For $\varphi=\sqrt8$ the density is $n=16$. The left side is $\tfrac14\cdot16^2=64$, but the right side is $2^{-1/3}\cdot1.092\cdot16^{4/3}=1.092\cdot32\approx34.9$.

## Comparison with the local density coefficient

The claim $1.173<2^{-1/3}\cdot1.092/A<1.174$ is equivalent to

$$1.173\cdot\tfrac34\Big(\frac3\pi\Big)^{1/3}<2^{-1/3}\cdot1.092<1.174\cdot\tfrac34\Big(\frac3\pi\Big)^{1/3}.$$

All terms are positive, so the cubes may be compared instead:

$$1.173^3\cdot\frac{27}{64}\cdot\frac3\pi<\frac{1.092^3}{2}<1.174^3\cdot\frac{27}{64}\cdot\frac3\pi .$$

The middle term is about $0.65109$. From $3.1415<\pi<3.1416$ one gets $0.9549<3/\pi<0.955$. The left term is then below $0.6503$ and the right term above $0.6518$.

```lean
/-- The two-electron constant divided by the local density coefficient lies between
1.173 and 1.174. -/
theorem constant_ratio :
    1.173 < (2 : ℝ) ^ (-(1 / 3) : ℝ) * 1.092 / diracConst ∧
    (2 : ℝ) ^ (-(1 / 3) : ℝ) * 1.092 / diracConst < 1.174 := by
  have hx : 0 < (2 : ℝ) ^ (-(1 / 3) : ℝ) := Real.rpow_pos_of_pos two_pos _
  have hp : 0 < 3 / Real.pi := div_pos three_pos Real.pi_pos
  have hy : 0 < (3 / Real.pi) ^ (1 / 3 : ℝ) := Real.rpow_pos_of_pos hp _
  have hx3 : ((2 : ℝ) ^ (-(1 / 3) : ℝ)) ^ 3 = 1 / 2 := by
    rw [← Real.rpow_natCast, ← Real.rpow_mul two_pos.le,
      show (-(1 / 3) : ℝ) * ((3 : ℕ) : ℝ) = -1 by norm_num, Real.rpow_neg_one]
    norm_num
  have hy3 : ((3 / Real.pi) ^ (1 / 3 : ℝ)) ^ 3 = 3 / Real.pi := by
    rw [← Real.rpow_natCast, ← Real.rpow_mul hp.le,
      show (1 / 3 : ℝ) * ((3 : ℕ) : ℝ) = 1 by norm_num, Real.rpow_one]
  have hu : 3 / Real.pi < 0.955 := by
    rw [div_lt_iff₀ Real.pi_pos]
    linarith [Real.pi_gt_d4]
  have hl : 0.9549 < 3 / Real.pi := by
    rw [lt_div_iff₀ Real.pi_pos]
    linarith [Real.pi_lt_d4]
  have hd : 0 < diracConst := mul_pos (by norm_num) hy
  rw [lt_div_iff₀ hd, div_lt_iff₀ hd]
  unfold diracConst
  -- both inequalities are compared after cubing
  constructor
  · refine lt_of_pow_lt_pow_left₀ 3 (by positivity) ?_
    rw [mul_pow, mul_pow, mul_pow, hx3, hy3]
    norm_num at hu ⊢
    linarith
  · refine lt_of_pow_lt_pow_left₀ 3 (by positivity) ?_
    rw [mul_pow, mul_pow, mul_pow, hx3, hy3]
    norm_num at hl ⊢
    linarith
```

The facts `hx3` and `hy3` evaluate the cubes of the two roots, `hu` and `hl` bound $3/\pi$, and `lt_of_pow_lt_pow_left₀` carries the comparison back from the cubes.

If all $a_i\ge0$, then $F[n]\ge0$, and the upper estimate of the ratio can be multiplied by $A\,F[n]$:

$$E_x\ge-2^{-1/3}\cdot1.092\,F[n]\ge-1.174\,A\,F[n]=1.174\,E_x^{\rm LDA}.$$

```lean
/-- With nonnegative grid weights and the one-electron bound with constant 1.092, the exchange
energy of a normalised doubly occupied orbital is no lower than 1.174 times its local density value.
-/
theorem exchange_ge_lda {a : ι → ℝ} {K : ι → ι → ℝ} (ha : ∀ i, 0 ≤ a i)
    (hb : OneElectronBound a K 1.092) {φ : ι → ℂ}
    (hφ : ∑ i, a i * Complex.normSq (φ i) = 1) :
    1.174 * (-(diracConst * fourThirds a (pairDensity φ))) ≤ exchange a K (pairMatrix φ) := by
  obtain ⟨h1, h2⟩ := two_electron_exchange_bound hb hφ
  have hL : 0 ≤ fourThirds a (pairDensity φ) :=
    Finset.sum_nonneg fun i _ => mul_nonneg (ha i)
      (Real.rpow_nonneg (mul_nonneg zero_le_two (Complex.normSq_nonneg _)) _)
  have hd : 0 < diracConst :=
    mul_pos (by norm_num) (Real.rpow_pos_of_pos (div_pos three_pos Real.pi_pos) _)
  have h3 := mul_le_mul_of_nonneg_right ((div_lt_iff₀ hd).1 constant_ratio.2).le hL
  linarith
```

The local density value is nonpositive here, so the factor $1.174$ limits how far the exchange energy can lie below it.

## A repulsion that satisfies the one-electron bound

Let $a_i=1$ and $K_{ij}=\delta_{ij}$, an on-site repulsion of unit strength. For a one-electron density every $m_i$ lies between $0$ and $1$, so $m_i^2\le m_i^{4/3}$ and

$$U[m]=\tfrac12\sum_i m_i^2\le\tfrac12\sum_i m_i^{4/3}\le1.092\,F[m].$$

```lean
/-- On any finite grid with unit weights, an on-site repulsion of unit strength satisfies
the one-electron bound with constant 1.092. -/
theorem oneElectronBound_witness [DecidableEq ι] :
    OneElectronBound (fun _ : ι => 1) (fun i j => if i = j then 1 else 0) 1.092 := by
  intro m hm h1
  have hs : ∑ i, m i = 1 := by simpa using h1
  have hU : hartree (fun _ : ι => 1) (fun i j => if i = j then 1 else 0) m
      = (1 / 2) * ∑ i, m i * m i := by
    simp [hartree, ite_mul]
  have hF : fourThirds (fun _ : ι => 1) m = ∑ i, m i ^ (4 / 3 : ℝ) := by
    simp [fourThirds]
  -- each occupation is at most one, so its square is below its 4/3 power
  have hle : ∑ i, m i * m i ≤ ∑ i, m i ^ (4 / 3 : ℝ) := by
    refine Finset.sum_le_sum fun i _ => ?_
    have hi : m i ≤ 1 := by
      rw [← hs]
      exact Finset.single_le_sum (fun j _ => hm j) (Finset.mem_univ i)
    have h := Real.rpow_le_rpow_of_exponent_ge' (hm i) hi
      (by norm_num : (0 : ℝ) ≤ 4 / 3) (by norm_num : (4 / 3 : ℝ) ≤ 2)
    rw [Real.rpow_two] at h
    linarith [sq (m i)]
  have h0 : 0 ≤ ∑ i, m i * m i := Finset.sum_nonneg fun i _ => mul_self_nonneg (m i)
  rw [hU, hF]
  linarith

end

end TwoElectronExchangeBound
```

The assumption is therefore met by a genuine repulsion on a grid of any finite size. For a discretised Coulomb kernel it has to be established separately, for the weights and diagonal values in use.

```lean
#print axioms TwoElectronExchangeBound.hartree_nonpos_of_unnormalised_bound
#print axioms TwoElectronExchangeBound.two_electron_exchange_bound
#print axioms TwoElectronExchangeBound.exchange_ge_lda
```

```
'TwoElectronExchangeBound.hartree_nonpos_of_unnormalised_bound' depends on axioms: [propext, Classical.choice, Quot.sound]
'TwoElectronExchangeBound.two_electron_exchange_bound' depends on axioms: [propext, Classical.choice, Quot.sound]
'TwoElectronExchangeBound.exchange_ge_lda' depends on axioms: [propext, Classical.choice, Quot.sound]
```
